# The Gibbs state of $H = h\,\mathbf n\cdot\boldsymbol\sigma$ with real unit $\mathbf n$ at inverse temperature $b$ is $\tfrac12\left(I - \tanh(bh)\,\mathbf n\cdot\boldsymbol\sigma\right)$

## Pauli matrices, Hamiltonian and Gibbs state

The state space is $\mathbb C^2$, operators are complex $2\times 2$ matrices, and $I$ is the identity. In the basis where $\sigma_z$ is diagonal,

$$\sigma_x=\begin{pmatrix}0&1\\1&0\end{pmatrix},\qquad \sigma_y=\begin{pmatrix}0&-i\\i&0\end{pmatrix},\qquad \sigma_z=\begin{pmatrix}1&0\\0&-1\end{pmatrix}.$$

Components of three-vectors are numbered from zero, so a real vector is $\mathbf n=(n_0,n_1,n_2)$, and

$$\mathbf n\cdot\boldsymbol\sigma = n_0\sigma_x+n_1\sigma_y+n_2\sigma_z=\begin{pmatrix} n_2 & n_0-in_1\\ n_0+in_1 & -n_2\end{pmatrix}.$$

The Hamiltonian is $H=h\,\mathbf n\cdot\boldsymbol\sigma$ with $h$ real and $\mathbf n\cdot\mathbf n=1$. The unit-length condition separates direction from strength: $\mathbf n$ is the quantisation axis, and $h$ is an energy, with levels at $\pm h$ and a splitting $2|h|$. The zero of energy lies midway between the levels. There is no minus sign and no factor $\tfrac12$ in $H$: a spin-$\tfrac12$ with gyromagnetic ratio $\gamma$ in a magnetic field $\mathbf B$ has $h\,\mathbf n=-\tfrac12\gamma\hbar\,\mathbf B$.

The real number $b$ is the inverse temperature $1/(k_BT)$, with $k_B$ Boltzmann's constant and $T$ the temperature. The exponential of a matrix $X$ is the series $e^{X}=\sum_{k\ge0}X^k/k!$. The partition function, the Gibbs state and the thermal average of an operator $O$ are

$$Z=\operatorname{tr}e^{-bH},\qquad \rho=\frac{e^{-bH}}{Z},\qquad \langle O\rangle=\operatorname{tr}(\rho\,O).$$

## Closed forms for $Z$, $\rho$ and two averages

For every real unit vector $\mathbf n$ and all real $b$ and $h$,

$$Z=2\cosh(bh)\neq0,\qquad \rho=\tfrac12\left(I-\tanh(bh)\,\mathbf n\cdot\boldsymbol\sigma\right),$$

and for every real vector $\mathbf m=(m_0,m_1,m_2)$, of any length,

$$\langle\mathbf m\cdot\boldsymbol\sigma\rangle=-\tanh(bh)\,\mathbf n\cdot\mathbf m,\qquad \langle H\rangle=-h\tanh(bh).$$

The formulas for $Z$ and $\rho$ use only two properties of $\mathbf n\cdot\boldsymbol\sigma$: it squares to $I$ and its trace is zero. They are therefore obtained from a statement in any finite dimension $D\ge1$. If $A$ is a complex $D\times D$ matrix with $A^2=I$ and $\operatorname{tr}A=0$, and $H=hA$, then

$$Z=D\cosh(bh)\neq0,\qquad \rho=\frac1D\left(I-\tanh(bh)\,A\right).$$

For Hermitian $A$ and $h\neq0$ the condition $A^2=I$ says that $H$ has no energies other than $\pm h$, and $\operatorname{tr}A=0$ says that the two levels are equally degenerate.

For a single two-level system with a time-independent traceless Hamiltonian, $\rho$ is the thermal state of a qubit, with Bloch vector $-\tanh(bh)\,\mathbf n$, and for localised, non-interacting spins-$\tfrac12$ in a uniform field $\langle\mathbf m\cdot\boldsymbol\sigma\rangle$ with unit $\mathbf m$ is the $\tanh$ law for the polarisation per spin along $\mathbf m$.

## Algebra of $\mathbf n\cdot\boldsymbol\sigma$

Square the explicit matrix, for any real $\mathbf n$. Both diagonal entries are

$$n_2^2+(n_0-in_1)(n_0+in_1)=n_2^2+n_0^2-i^2n_1^2=\mathbf n\cdot\mathbf n.$$

The upper off-diagonal entry is $n_2(n_0-in_1)-(n_0-in_1)n_2=0$, and the lower one is $(n_0+in_1)n_2-n_2(n_0+in_1)=0$. Hence $(\mathbf n\cdot\boldsymbol\sigma)^2=(\mathbf n\cdot\mathbf n)\,I$, which is $I$ for a unit vector.

The trace is $n_2-n_2=0$. For two vectors, the diagonal entries of $(\mathbf n\cdot\boldsymbol\sigma)(\mathbf m\cdot\boldsymbol\sigma)$ are $n_2m_2+(n_0-in_1)(m_0+im_1)$ and $(n_0+in_1)(m_0-im_1)+n_2m_2$. The terms linear in $i$ cancel in the sum, which leaves

$$\operatorname{tr}\,(\mathbf n\cdot\boldsymbol\sigma)(\mathbf m\cdot\boldsymbol\sigma)=2n_0m_0-2i^2n_1m_1+2n_2m_2=2\,\mathbf n\cdot\mathbf m.$$

## The exponential of a matrix with $A^2=I$

Let $A^2=I$, let $t$ be a complex number, and put $P_\pm=\tfrac12(I\pm A)$. Then $P_++P_-=I$, and

$$P_+A=\tfrac12(A+I)=P_+,\qquad P_-A=\tfrac12(A-I)=-P_-.$$

Powers split as $(tA)^k=t^kP_++(-t)^kP_-$. For $k=0$ this is $I=P_++P_-$. If it holds for $k$, multiplication on the right by $tA$ gives

$$(tA)^{k+1}=t^{k}\,t\,P_+A+(-t)^k\,t\,P_-A=t^{k+1}P_++(-t)^{k+1}P_-.$$

Dividing by $k!$ and summing over $k$ leaves two scalar exponential series, each multiplying a fixed matrix:

$$e^{tA}=e^{t}P_++e^{-t}P_-.$$

With $e^{\pm t}=\cosh t\pm\sinh t$, together with $P_++P_-=I$ and $P_+-P_-=A$, this becomes

$$e^{tA}=\cosh t\;I+\sinh t\;A.$$

## Trace, division and averages

Set $t=-bh$. Since $\cosh$ is even and $\sinh$ is odd, $e^{-bH}=\cosh(bh)\,I-\sinh(bh)\,A$. The trace, with $\operatorname{tr}I=D$ and $\operatorname{tr}A=0$, is $Z=D\cosh(bh)$. The hyperbolic cosine of a real number is positive and $D\ge1$, so $Z\ne0$ and

$$\rho=\frac{\cosh(bh)\,I-\sinh(bh)\,A}{D\cosh(bh)}=\frac1D\left(I-\tanh(bh)\,A\right).$$

The choice $A=\mathbf n\cdot\boldsymbol\sigma$, $D=2$ gives the two-level formulas. For the averages, linearity of the trace and the two trace identities give

$$\langle\mathbf m\cdot\boldsymbol\sigma\rangle=\tfrac12\left[\operatorname{tr}\mathbf m\cdot\boldsymbol\sigma-\tanh(bh)\operatorname{tr}\,(\mathbf n\cdot\boldsymbol\sigma)(\mathbf m\cdot\boldsymbol\sigma)\right]=\tfrac12\left[0-2\tanh(bh)\,\mathbf n\cdot\mathbf m\right].$$

Taking $\mathbf m=\mathbf n$ and multiplying by $h$ gives $\langle H\rangle=h\,\langle\mathbf n\cdot\boldsymbol\sigma\rangle=-h\tanh(bh)$.

## The case $\mathbf n=(3/5,\,0,\,4/5)$, $bh=\ln2$

The vector has $\mathbf n\cdot\mathbf n=9/25+16/25=1$. With $e^{bh}=2$ one has $\cosh(bh)=\tfrac12(2+\tfrac12)=\tfrac54$, $\sinh(bh)=\tfrac12(2-\tfrac12)=\tfrac34$ and $\tanh(bh)=\tfrac35$. Then

$$\mathbf n\cdot\boldsymbol\sigma=\frac15\begin{pmatrix}4&3\\3&-4\end{pmatrix},\qquad e^{-bH}=\tfrac54I-\tfrac34\,\mathbf n\cdot\boldsymbol\sigma=\frac1{20}\begin{pmatrix}13&-9\\-9&37\end{pmatrix}.$$

The trace is $Z=50/20=5/2=2\cosh(bh)$, and

$$\rho=\frac1{50}\begin{pmatrix}13&-9\\-9&37\end{pmatrix}.$$

The closed form gives the same matrix: its diagonal entries are $\tfrac12(1\mp\tfrac{12}{25})$ and its off-diagonal entry is $-\tfrac12\cdot\tfrac{9}{25}$. The normalised eigenvectors of $\mathbf n\cdot\boldsymbol\sigma$ are $(3,1)/\sqrt{10}$ for $+1$ and $(1,-3)/\sqrt{10}$ for $-1$. Applying $\rho$ to them gives the populations $1/5$ for energy $+h$ and $4/5$ for energy $-h$, whose ratio is the Boltzmann factor $e^{-2bh}=1/4$. The averages read off from $\rho$ are $\langle\sigma_x\rangle=-18/50=-9/25$, $\langle\sigma_y\rangle=0$ and $\langle\sigma_z\rangle=(13-37)/50=-12/25$, which is $-\tfrac35\,\mathbf n$ component by component, and $\langle H\rangle=\tfrac15h-\tfrac45h=-\tfrac35h$.

## `TwoLevelGibbs` in Lean

```lean
import Mathlib

open Matrix

namespace TwoLevelGibbs

noncomputable section

/-- The Pauli matrix `σₓ`. -/
def sigmaX : Matrix (Fin 2) (Fin 2) ℂ := !![0, 1; 1, 0]

/-- The Pauli matrix `σ_y`. -/
def sigmaY : Matrix (Fin 2) (Fin 2) ℂ := !![0, -Complex.I; Complex.I, 0]

/-- The Pauli matrix `σ_z`. -/
def sigmaZ : Matrix (Fin 2) (Fin 2) ℂ := !![1, 0; 0, -1]

/-- The operator `n · σ` for a real three-vector `n`. -/
def pauliDot (n : Fin 3 → ℝ) : Matrix (Fin 2) (Fin 2) ℂ :=
  (n 0 : ℂ) • sigmaX + (n 1 : ℂ) • sigmaY + (n 2 : ℂ) • sigmaZ

/-- The two-level Hamiltonian `H = h (n · σ)`. -/
def hamiltonian (h : ℝ) (n : Fin 3 → ℝ) : Matrix (Fin 2) (Fin 2) ℂ :=
  (h : ℂ) • pauliDot n

variable {d : Type} [Fintype d] [DecidableEq d]

/-- The partition function `Z = tr exp(-b H)` at inverse temperature `b`. -/
def partition (b : ℝ) (H : Matrix d d ℂ) : ℂ :=
  trace (NormedSpace.exp ((-(b : ℂ)) • H))

/-- The Gibbs state `exp(-b H) / Z` at inverse temperature `b`. -/
def gibbs (b : ℝ) (H : Matrix d d ℂ) : Matrix d d ℂ :=
  (partition b H)⁻¹ • NormedSpace.exp ((-(b : ℂ)) • H)

/-- The square of `n · σ` is `n · n` times the identity. -/
theorem pauliDot_mul_self (n : Fin 3 → ℝ) :
    pauliDot n * pauliDot n = ((n ⬝ᵥ n : ℝ) : ℂ) • (1 : Matrix (Fin 2) (Fin 2) ℂ) := by
  ext i j
  fin_cases i <;> fin_cases j <;>
    simp [pauliDot, sigmaX, sigmaY, sigmaZ, Matrix.mul_apply, Fin.sum_univ_two, dotProduct,
      Fin.sum_univ_three]
  all_goals first
    | ring1
    | linear_combination (-(n 1 : ℂ) ^ 2) * Complex.I_sq

/-- The operator `n · σ` is traceless, and `tr (n · σ)(m · σ) = 2 n · m`. -/
theorem trace_pauliDot (n m : Fin 3 → ℝ) :
    trace (pauliDot n) = 0 ∧
      trace (pauliDot n * pauliDot m) = 2 * ((n ⬝ᵥ m : ℝ) : ℂ) := by
  constructor
  · simp [pauliDot, sigmaX, sigmaY, sigmaZ, Matrix.trace_fin_two]
  · simp [pauliDot, sigmaX, sigmaY, sigmaZ, Matrix.trace_fin_two, dotProduct,
      Fin.sum_univ_three]
    linear_combination (-2 * (n 1 : ℂ) * (m 1 : ℂ)) * Complex.I_sq

/-- If `A² = 1` then `exp(t A) = cosh t · 1 + sinh t · A` for every complex `t`. -/
theorem exp_smul_involution (A : Matrix d d ℂ) (hA : A * A = 1) (t : ℂ) :
    NormedSpace.exp (t • A) = Complex.cosh t • (1 : Matrix d d ℂ) + Complex.sinh t • A := by
  -- the scalar exponential series
  have hs : ∀ z : ℂ, HasSum (fun k : ℕ => ((k.factorial : ℂ))⁻¹ * z ^ k) (Complex.exp z) := by
    intro z
    rw [Complex.exp_eq_exp_ℂ]
    exact NormedSpace.exp_series_hasSum_exp' (𝕂 := ℂ) z
  -- powers split along the projectors (1 + A)/2 and (1 - A)/2
  have hpow : ∀ k : ℕ, (t • A) ^ k =
      t ^ k • ((1 / 2 : ℂ) • (1 + A)) + (-t) ^ k • ((1 / 2 : ℂ) • (1 - A)) := by
    intro k
    induction k with
    | zero =>
      simp only [pow_zero]
      module
    | succ k ih =>
      rw [pow_succ (t • A), ih]
      simp only [add_mul, sub_mul, smul_mul_assoc, mul_smul_comm, one_mul, hA, pow_succ]
      module
  have hfun : (fun k : ℕ => ((k.factorial : ℂ))⁻¹ • (t • A) ^ k) = fun k : ℕ =>
      (((k.factorial : ℂ))⁻¹ * t ^ k) • ((1 / 2 : ℂ) • (1 + A))
        + (((k.factorial : ℂ))⁻¹ * (-t) ^ k) • ((1 / 2 : ℂ) • (1 - A)) := by
    funext k
    rw [hpow, smul_add, mul_smul, mul_smul]
  -- sum the series on each projector
  have hsum : HasSum (fun k : ℕ => ((k.factorial : ℂ))⁻¹ • (t • A) ^ k)
      (Complex.exp t • ((1 / 2 : ℂ) • (1 + A))
        + Complex.exp (-t) • ((1 / 2 : ℂ) • (1 - A))) := by
    rw [hfun]
    exact ((hs t).smul_const _).add ((hs (-t)).smul_const _)
  refine (congrFun (NormedSpace.exp_eq_tsum (𝕂 := ℂ) (𝔸 := Matrix d d ℂ)) (t • A)).trans
    (hsum.tsum_eq.trans ?_)
  rw [← Complex.cosh_add_sinh t, ← Complex.cosh_sub_sinh t]
  module

/-- For `H = h A` with `A² = 1` and `tr A = 0`, the partition function is the dimension
times `cosh(b h)`. -/
theorem partition_involution (A : Matrix d d ℂ) (hA : A * A = 1) (htr : trace A = 0)
    (b h : ℝ) :
    partition b ((h : ℂ) • A) = (Fintype.card d : ℂ) * (Real.cosh (b * h) : ℂ) := by
  unfold partition
  rw [smul_smul, exp_smul_involution A hA, neg_mul, Complex.cosh_neg, trace_add, trace_smul,
    trace_smul, htr, trace_one]
  push_cast
  simp only [smul_eq_mul]
  ring

/-- For `H = h A` with `A² = 1` and `tr A = 0` in nonzero dimension, the partition function
does not vanish and the Gibbs state is `1 - tanh(b h) A` divided by the dimension. -/
theorem gibbs_involution [Nonempty d] (A : Matrix d d ℂ) (hA : A * A = 1)
    (htr : trace A = 0) (b h : ℝ) :
    partition b ((h : ℂ) • A) ≠ 0 ∧
      gibbs b ((h : ℂ) • A) =
        (Fintype.card d : ℂ)⁻¹ • (1 - (Real.tanh (b * h) : ℂ) • A) := by
  have hZ := partition_involution A hA htr b h
  have hr : Real.cosh (b * h) ≠ 0 := (Real.cosh_pos (b * h)).ne'
  have hc : Complex.cosh ((b : ℂ) * (h : ℂ)) ≠ 0 := by exact_mod_cast hr
  have hd : (Fintype.card d : ℂ) ≠ 0 := Nat.cast_ne_zero.mpr Fintype.card_ne_zero
  constructor
  · rw [hZ]
    exact mul_ne_zero hd (Complex.ofReal_ne_zero.mpr hr)
  · unfold gibbs
    rw [hZ, smul_smul, exp_smul_involution A hA, neg_mul, Complex.cosh_neg, Complex.sinh_neg]
    push_cast
    rw [Complex.tanh_eq_sinh_div_cosh]
    -- compare the coefficients of 1 and of A
    generalize Complex.cosh ((b : ℂ) * (h : ℂ)) = c at hc ⊢
    generalize Complex.sinh ((b : ℂ) * (h : ℂ)) = s
    match_scalars <;> field_simp
    all_goals ring

/-- The vector `(3/5, 0, 4/5)` has unit length, and its `n · σ` squares to the identity
and is traceless. -/
theorem gibbs_involution_witness :
    (![3 / 5, 0, 4 / 5] : Fin 3 → ℝ) ⬝ᵥ ![3 / 5, 0, 4 / 5] = 1 ∧
      pauliDot ![3 / 5, 0, 4 / 5] * pauliDot ![3 / 5, 0, 4 / 5] = 1 ∧
      trace (pauliDot ![3 / 5, 0, 4 / 5]) = 0 := by
  have hn : (![3 / 5, 0, 4 / 5] : Fin 3 → ℝ) ⬝ᵥ ![3 / 5, 0, 4 / 5] = 1 := by
    norm_num [dotProduct, Fin.sum_univ_succ]
  refine ⟨hn, ?_, (trace_pauliDot _ 0).1⟩
  rw [pauliDot_mul_self, hn, Complex.ofReal_one, one_smul]

/-- For a unit vector `n` and `H = h (n · σ)`, the partition function is `2 cosh(b h)`. -/
theorem partition_spin (n : Fin 3 → ℝ) (hn : n ⬝ᵥ n = 1) (b h : ℝ) :
    partition b (hamiltonian h n) = 2 * (Real.cosh (b * h) : ℂ) := by
  have hsq : pauliDot n * pauliDot n = 1 := by
    rw [pauliDot_mul_self, hn, Complex.ofReal_one, one_smul]
  rw [hamiltonian, partition_involution _ hsq (trace_pauliDot n n).1]
  simp only [Fintype.card_fin, Nat.cast_ofNat]

/-- For a unit vector `n` and `H = h (n · σ)`, the trace of `exp(-b H)` does not vanish and
`exp(-b H)` divided by it equals `(1 - tanh(b h) n · σ) / 2`. -/
theorem gibbs_spin (n : Fin 3 → ℝ) (hn : n ⬝ᵥ n = 1) (b h : ℝ) :
    partition b (hamiltonian h n) ≠ 0 ∧
      gibbs b (hamiltonian h n) =
        (1 / 2 : ℂ) • (1 - (Real.tanh (b * h) : ℂ) • pauliDot n) := by
  have hsq : pauliDot n * pauliDot n = 1 := by
    rw [pauliDot_mul_self, hn, Complex.ofReal_one, one_smul]
  have hG := gibbs_involution (pauliDot n) hsq (trace_pauliDot n n).1 b h
  refine ⟨hG.1, ?_⟩
  rw [hamiltonian, hG.2]
  simp only [Fintype.card_fin, Nat.cast_ofNat, one_div]

/-- In the Gibbs state of `H = h (n · σ)` with unit `n`, the thermal average of `m · σ` is
`-tanh(b h) n · m` for every real vector `m`. -/
theorem thermal_spin_average (n m : Fin 3 → ℝ) (hn : n ⬝ᵥ n = 1) (b h : ℝ) :
    trace (gibbs b (hamiltonian h n) * pauliDot m) =
      -((Real.tanh (b * h) : ℂ) * ((n ⬝ᵥ m : ℝ) : ℂ)) := by
  rw [(gibbs_spin n hn b h).2, smul_mul_assoc, sub_mul, one_mul, smul_mul_assoc, trace_smul,
    trace_sub, trace_smul, (trace_pauliDot m m).1, (trace_pauliDot n m).2]
  simp only [smul_eq_mul]
  ring

/-- In the Gibbs state of `H = h (n · σ)` with unit `n`, the mean energy is `-h tanh(b h)`. -/
theorem thermal_energy (n : Fin 3 → ℝ) (hn : n ⬝ᵥ n = 1) (b h : ℝ) :
    trace (gibbs b (hamiltonian h n) * hamiltonian h n) =
      -((h : ℂ) * (Real.tanh (b * h) : ℂ)) := by
  show trace (gibbs b (hamiltonian h n) * ((h : ℂ) • pauliDot n)) = _
  rw [mul_smul_comm, trace_smul, thermal_spin_average n n hn, hn, Complex.ofReal_one,
    smul_eq_mul]
  ring

end

end TwoLevelGibbs
```

```lean
#print axioms TwoLevelGibbs.partition_spin
-- 'TwoLevelGibbs.partition_spin' depends on axioms: [propext, Classical.choice, Quot.sound]
#print axioms TwoLevelGibbs.thermal_spin_average
-- 'TwoLevelGibbs.thermal_spin_average' depends on axioms: [propext, Classical.choice, Quot.sound]
#print axioms TwoLevelGibbs.thermal_energy
-- 'TwoLevelGibbs.thermal_energy' depends on axioms: [propext, Classical.choice, Quot.sound]
```

## The Lean objects and the physics they carry

A $2\times2$ operator has type `Matrix (Fin 2) (Fin 2) ℂ`, and `sigmaX`, `sigmaY`, `sigmaZ` are the three matrices above, with row and column $0$ belonging to the $\sigma_z=+1$ state. A vector is a function `n : Fin 3 → ℝ`, with `n 0`, `n 1`, `n 2` equal to $n_0,n_1,n_2$. Unit length is the hypothesis `hn : n ⬝ᵥ n = 1`, where `⬝ᵥ` is the sum $\sum_j n_jn_j$, the squared Euclidean length. `pauliDot n` is $\mathbf n\cdot\boldsymbol\sigma$ and `hamiltonian h n` is $H$. Real numbers enter the complex matrices through casts such as `(h : ℂ)`, the symbol `•` multiplies a matrix by a scalar, and `1` among matrices is $I$.

`partition` and `gibbs` are defined for matrices indexed by any finite type `d`, which labels a basis, so the dimension $D$ is `Fintype.card d`. Both use Mathlib's `NormedSpace.exp`, the power series, and no diagonalisation is built into the definitions. In `gibbs` the division by $Z$ is multiplication by `(partition b H)⁻¹`. Lean sets the inverse of zero to zero, so `gibbs_involution` and `gibbs_spin` state $Z\neq0$ as the first part of their conclusions, which makes the second part a statement about a true quotient.

`gibbs_spin` reads: for every real three-vector of unit length and all real $b$ and $h$, the trace of $e^{-bH}$ is nonzero and the quotient equals $\tfrac12(I-\tanh(bh)\,\mathbf n\cdot\boldsymbol\sigma)$. `partition_spin` gives the value $2\cosh(bh)$. `thermal_spin_average` and `thermal_energy` are equalities of complex numbers whose right-hand sides are built from casts of real quantities; in the first, only $\mathbf n$ is required to be a unit vector. No sign is imposed on $b$ or $h$. The value $b=0$ gives $\rho=I/2$, negative $b$ with $h\neq0$ describes a population inversion, and $h=0$ is the degenerate case, with $\rho=I/2$ for every $b$.

In `gibbs_involution` the hypotheses are `hA : A * A = 1`, `htr : trace A = 0` and `[Nonempty d]`, the last being $D\ge1$. `partition_involution` does without it, and for $D=0$ it reads $0=0$. The matrix $A$ is not required to be Hermitian, so the general statement is an algebraic identity that describes a physical system when $A$ is Hermitian. A matrix with $A^2=I$ has eigenvalues $\pm1$, so a traceless one needs even $D$; for $D=1$, where $A=\pm1$, no matrix meets both conditions and the theorem has nothing to apply to. The smallest nonzero dimension with content is $D=2$, and `gibbs_involution_witness` supplies an instance there: the vector $(3/5,0,4/5)$ has unit length, and its `pauliDot` squares to $I$ and is traceless.

## What is assumed and what is left out

That $e^{-bH}/Z$ is the equilibrium state is a definition in the file; it is not derived from a bath, from maximum entropy or from dynamics. The dimension is finite and $b$ is a real number, so the zero-temperature limit $b\to\infty$ is not treated. The Hamiltonian is traceless, so a term proportional to $I$, which would multiply $Z$ by a scalar Boltzmann factor and cancel in $\rho$, is excluded by the form of `hamiltonian`. The parity remark on $D$, the effect of such a shift and the numbers obtained for $bh=\ln2$ come from the prose alone, and no theorem in the file states them. Hermiticity, positivity and unit trace of $\rho$, the entropy and the free energy are also absent from the theorems.

## Entrywise identities for the Pauli matrices

`pauliDot_mul_self` follows the multiplication above. `ext i j` with `fin_cases` produces the four entries, and `simp` expands each into a polynomial identity in $n_0,n_1,n_2$ and the imaginary unit $i$, which is not the row index `i` of `ext`. The tactic `ring1` treats $i$ as an unknown, which is enough where the terms cancel outright. Where $i^2=-1$ is needed, `linear_combination (-(n 1 : ℂ) ^ 2) * Complex.I_sq` supplies it with the coefficient $-n_1^2$ that multiplies $i^2$ in the diagonal entries. `trace_pauliDot` does the same for the two traces, and its coefficient $-2n_1m_1$ is the factor in front of $i^2$ in the trace of the product.

## Summing the series in `exp_smul_involution`

The lemma assumes only `hA`, and $t$ is complex. The step `hs` records that $\sum_k z^k/k!$ converges to $e^z$ for complex $z$, as a `HasSum` statement, which names the limit and includes convergence. `hpow` is the induction for $(tA)^k$, with $P_\pm$ written out as `(1 / 2 : ℂ) • (1 + A)` and `(1 / 2 : ℂ) • (1 - A)`. In the inductive step `pow_succ` multiplies on the right by $tA$, the `simp only` call distributes the product and replaces $A\cdot A$ by $I$, and `module` compares the scalar coefficients of $I$ and $A$. This is the use of $P_\pm A=\pm P_\pm$.

`hfun` divides by $k!$. `hsum` attaches the fixed matrices to the two scalar series with `smul_const` and adds them, which proves convergence of the matrix series together with its value $e^tP_++e^{-t}P_-$. `NormedSpace.exp_eq_tsum` identifies the exponential with the sum of that series. The last two lines rewrite $e^{t}$ and $e^{-t}$ as $\cosh t\pm\sinh t$, and `module` collects the terms into $\cosh t\,I+\sinh t\,A$.

## From the exponential to $Z$, $\rho$ and the averages

`partition_involution` merges the scalars $-b$ and $h$ by `smul_smul`, applies the exponential formula at $t=-bh$, uses `Complex.cosh_neg`, and takes the trace term by term with `htr` and `trace_one`.

In `gibbs_involution`, `Real.cosh_pos` gives $\cosh(bh)\neq0$ and `hd` gives $D\ne0$, so their product $Z$ is nonzero. For the state, the same rewriting with `Complex.sinh_neg` produces $\cosh(bh)\,I-\sinh(bh)\,A$, and $\tanh$ is written as $\sinh/\cosh$. The two hyperbolic functions are then replaced by plain variables `c` and `s`, with $c\neq0$ kept. `match_scalars` reduces the matrix equation to the coefficients of $I$ and of $A$, in substance $c/(Dc)=1/D$ and $-s/(Dc)=-(s/c)/D$, and `field_simp` and `ring` settle them.

`partition_spin` and `gibbs_spin` derive `hsq`, the identity $(\mathbf n\cdot\boldsymbol\sigma)^2=I$, from `pauliDot_mul_self` and `hn`, take tracelessness from `trace_pauliDot`, and evaluate the dimension of `Fin 2` as $2$. `thermal_spin_average` inserts the closed form of $\rho$, distributes the product and the trace, and substitutes $\operatorname{tr}\mathbf m\cdot\boldsymbol\sigma=0$ and $2\,\mathbf n\cdot\mathbf m$. `thermal_energy` pulls $h$ out of the trace and applies that theorem with $\mathbf m=\mathbf n$ and $\mathbf n\cdot\mathbf n=1$.
